# Finite Coulomb energy selects the regular solution of the leading radial Dirac–Coulomb equations below critical coupling

Near a point nucleus whose charge is below a critical value, the radial Dirac equation has two independent solutions. After multiplication by $r$, the radial functions of one vanish at the nucleus and those of the other diverge there. For strong enough coupling both solutions are square integrable near the nucleus, so normalisability no longer decides between them. The bound-state energies then depend on which mixture is admitted at the origin, and the Dirac equation alone does not fix it.

A stronger demand settles the matter: the Coulomb energy near the nucleus must be finite. The theorems below show this for the equations that keep only the $1/r$ terms, with nonzero coupling below the critical value. This is the selection rule behind the distinguished self-adjoint extension; the extension itself is not constructed. In one-electron relativistic calculations with a point nucleus, the rule fixes the behaviour imposed at small $r$. Up to nuclear charge number 118 normalisability already makes the same choice; from 119 up to the critical charge the stronger demand is needed for $s_{1/2}$ and $p_{1/2}$ states.

## The equations close to the nucleus

```lean
import Mathlib

open Set MeasureTheory

namespace DiracCoulombDistinguished

noncomputable section

/-- The radial Dirac-Coulomb system near the nucleus, `r P' = k P + a Q` and
`r Q' = -a P - k Q` on `0 < r < 1`, with angular number `k` and coupling `a`. -/
def IsRadialSolution (k a : ℝ) (P Q : ℝ → ℝ) : Prop :=
  ∀ r ∈ Ioo (0 : ℝ) 1, HasDerivAt P ((k * P r + a * Q r) / r) r ∧
    HasDerivAt Q (-(a * P r + k * Q r) / r) r
```

Here $P$ and $Q$ are the large and small radial components, each already multiplied by $r$, so that the norm is $\int (P^2+Q^2)\,dr$. The definition says that for every $r$ in the open interval $(0,1)$

$$rP' = kP + aQ,\qquad rQ' = -aP - kQ .$$

`HasDerivAt P v r` means that $P$ is differentiable at $r$ with derivative $v$, and `Ioo (0 : ℝ) 1` is the interval. The coupling is $a = Z\alpha$, with $Z$ the nuclear charge number and $\alpha$ the fine-structure constant. The number $k$ is $-\kappa$ in the common convention for the Dirac angular quantum number, so $k=1$ for $s_{1/2}$ states. Physically $k$ is a nonzero integer; Lean allows any real number.

The mass and energy terms have been dropped because they stay bounded while the others grow like $1/r$. That they leave the selection unchanged for an actual bound state is not proved here.

```lean
/-- The exponent `g = sqrt (k² - a²)`, meant for `|a| ≤ |k|`. -/
def gam (k a : ℝ) : ℝ := √(k ^ 2 - a ^ 2)
```

This is $g=\sqrt{k^2-a^2}$, usually written $\gamma$. Lean sets the square root of a negative number to zero, so the formula has its intended meaning only for $|a|\le|k|$.

```lean
/-- The Coulomb energy near the nucleus is finite: `(P² + Q²) / r` is integrable on
`0 < r < 1`. -/
def FiniteCoulomb (P Q : ℝ → ℝ) : Prop :=
  IntegrableOn (fun r => (P r ^ 2 + Q r ^ 2) / r) (Ioo (0 : ℝ) 1)
```

The condition is $\int_0^1 (P^2+Q^2)/r\,dr<\infty$. For a normalised state, in units with $\hbar=c=1$, $-a$ times this integral is the contribution of the region $r<1$ to the expectation value of the Coulomb potential. Its finiteness is a physical requirement placed on the solutions and does not follow from the equations.

```lean
/-- Below the critical coupling, `|a| < |k|`, the exponent `g` is positive and
`g² = k² - a²`. -/
theorem gam_spec {k a : ℝ} (h : |a| < |k|) :
    0 < gam k a ∧ gam k a ^ 2 = k ^ 2 - a ^ 2 := by
  have h2 : 0 < k ^ 2 - a ^ 2 := sub_pos.2 (sq_lt_sq.2 h)
  exact ⟨Real.sqrt_pos.2 h2, Real.sq_sqrt h2.le⟩
```

If $|a|<|k|$, then $k^2-a^2>0$, so $g>0$ and $g^2=k^2-a^2$. The critical coupling is $|a|=|k|$, which for $k=\pm1$ means $Z\alpha=1$.

## Two powers and their superposition

```lean
/-- If `s² = k² - a²`, the spinor `r^s (a, s - k)` solves the radial system. -/
theorem power_solution {k a s : ℝ} (hs : s ^ 2 = k ^ 2 - a ^ 2) :
    IsRadialSolution k a (fun r => a * r ^ s) (fun r => (s - k) * r ^ s) := by
  intro r hr
  have h : HasDerivAt (fun x : ℝ => x ^ s) (s * (r ^ s / r)) r := by
    rw [← Real.rpow_sub_one hr.1.ne']
    exact Real.hasDerivAt_rpow_const (Or.inl hr.1.ne')
  have h1 : HasDerivAt (fun x : ℝ => a * x ^ s)
      ((k * (a * r ^ s) + a * ((s - k) * r ^ s)) / r) r :=
    (h.const_mul a).congr_deriv (by ring)
  have h2 : HasDerivAt (fun x : ℝ => (s - k) * x ^ s)
      (-(a * (a * r ^ s) + k * ((s - k) * r ^ s)) / r) r :=
    (h.const_mul (s - k)).congr_deriv (by linear_combination (r ^ s / r) * hs)
  exact ⟨h1, h2⟩
```

Let $s$ be either root of $s^2=k^2-a^2$. Inserting $P=ar^s$, $Q=(s-k)r^s$ into the right-hand sides gives

$$kP+aQ = \big(ka+a(s-k)\big)r^s = s\,a\,r^s = rP',$$
$$-aP-kQ = (-a^2-ks+k^2)r^s = s(s-k)r^s = rQ'.$$

The second line uses $s^2=k^2-a^2$. In Lean, `h` is the derivative of $r^s$, and `linear_combination` checks the algebra after adding the stated multiple of the hypothesis `hs`.

```lean
/-- If `s² = k² - a²`, the combination `a P + (k - s) Q` of any solution is a constant
times `r^s`. -/
theorem component_power {k a s : ℝ} {P Q : ℝ → ℝ} (hs : s ^ 2 = k ^ 2 - a ^ 2)
    (h : IsRadialSolution k a P Q) :
    ∃ C : ℝ, ∀ r ∈ Ioo (0 : ℝ) 1, a * P r + (k - s) * Q r = C * r ^ s := by
  -- the combination divided by r^s has zero derivative
  have hd : ∀ r ∈ Ioo (0 : ℝ) 1,
      HasDerivAt (fun x => (a * P x + (k - s) * Q x) * x ^ (-s)) 0 r := by
    intro r hr
    have hp : HasDerivAt (fun x : ℝ => x ^ (-s)) (-s * (r ^ (-s) / r)) r := by
      rw [← Real.rpow_sub_one hr.1.ne']
      exact Real.hasDerivAt_rpow_const (Or.inl hr.1.ne')
    exact ((((h r hr).1.const_mul a).fun_add ((h r hr).2.const_mul (k - s))).fun_mul
      hp).congr_deriv (by linear_combination (r ^ (-s) / r * Q r) * hs)
  refine ⟨(a * P (1 / 2) + (k - s) * Q (1 / 2)) * (1 / 2 : ℝ) ^ (-s), fun r hr => ?_⟩
  have hc := isOpen_Ioo.is_const_of_deriv_eq_zero isPreconnected_Ioo
    (fun x hx => (hd x hx).differentiableAt.differentiableWithinAt)
    (fun x hx => (hd x hx).deriv) hr
    (show (1 / 2 : ℝ) ∈ Ioo (0 : ℝ) 1 by constructor <;> norm_num)
  have hone : r ^ (-s) * r ^ s = 1 := by
    rw [← Real.rpow_add hr.1, neg_add_cancel, Real.rpow_zero]
  linear_combination r ^ s * hc - (a * P r + (k - s) * Q r) * hone
```

For an arbitrary solution, put $L=aP+(k-s)Q$. Then

$$rL' = a(kP+aQ)-(k-s)(aP+kQ) = asP+(a^2-k^2+ks)Q = sL .$$

Hence $(L\,r^{-s})'=0$, which is `hd`. A function with zero derivative on an interval is constant, so $L=Cr^s$; Lean reads off $C$ at $r=1/2$.

The sign in $k-s$ is easily reversed, since the solution vector itself is $(a,s-k)$. With the reversed sign, the combination $aP+(s-k)Q$ of the other power solution, $r^{-s}(a,-s-k)$, equals $2a^2r^{-s}$. A general solution would then give a mixture of both powers.

```lean
/-- For `0 < |a| < |k|` every solution is a superposition of the regular spinor
`r^g (a, g - k)` and the singular spinor `r^(-g) (a, -g - k)`. -/
theorem general_solution {k a : ℝ} {P Q : ℝ → ℝ} (ha : a ≠ 0) (hk : |a| < |k|)
    (h : IsRadialSolution k a P Q) :
    ∃ c d : ℝ, ∀ r ∈ Ioo (0 : ℝ) 1,
      P r = c * (a * r ^ gam k a) + d * (a * r ^ (-gam k a)) ∧
      Q r = c * ((gam k a - k) * r ^ gam k a) + d * ((-gam k a - k) * r ^ (-gam k a)) := by
  obtain ⟨hg0, hg⟩ := gam_spec hk
  generalize gam k a = g at *
  obtain ⟨C, hC⟩ := component_power hg h
  obtain ⟨D, hD⟩ := component_power (s := -g) (by rw [neg_sq, hg]) h
  have hgne : g ≠ 0 := hg0.ne'
  have hne : 2 * g * a ^ 2 ≠ 0 := by positivity
  obtain ⟨c, hc⟩ : ∃ c, 2 * g * a ^ 2 * c = C * (k + g) :=
    ⟨C * (k + g) / (2 * g * a ^ 2), by field_simp⟩
  obtain ⟨d, hd⟩ : ∃ d, 2 * g * a ^ 2 * d = -D * (k - g) :=
    ⟨-D * (k - g) / (2 * g * a ^ 2), by field_simp⟩
  refine ⟨c, d, fun r hr => ⟨mul_left_cancel₀ hne ?_, mul_left_cancel₀ hne ?_⟩⟩
  · linear_combination a * (k + g) * hC r hr - a * (k - g) * hD r hr
      - a * r ^ g * hc - a * r ^ (-g) * hd
  · linear_combination -(k ^ 2 - g ^ 2) * hC r hr + (k ^ 2 - g ^ 2) * hD r hr
      + 2 * g * Q r * hg - (g - k) * r ^ g * hc - (-g - k) * r ^ (-g) * hd
```

Apply the previous result with $s=g$ and $s=-g$:

$$aP+(k-g)Q=Cr^g,\qquad aP+(k+g)Q=Dr^{-g}.$$

Solving these two linear equations gives

$$2gaP=(k+g)Cr^g-(k-g)Dr^{-g},\qquad 2gQ=Dr^{-g}-Cr^g .$$

With $c=C(k+g)/(2ga^2)$ and $d=-D(k-g)/(2ga^2)$, and using $(k-g)(k+g)=a^2$, this becomes

$$(P,Q)=c\,r^g(a,g-k)+d\,r^{-g}(a,-g-k).$$

The Lean proof obtains the same $c$ and $d$ and verifies each component after multiplying by the nonzero number $2ga^2$.

## Which solutions have finite Coulomb energy

```lean
/-- For `0 < |a| < |k|` a solution has finite Coulomb energy near the nucleus exactly when
it is a multiple of the regular spinor `r^g (a, g - k)`. -/
theorem finiteCoulomb_iff_regular {k a : ℝ} {P Q : ℝ → ℝ} (ha : a ≠ 0) (hk : |a| < |k|)
    (h : IsRadialSolution k a P Q) :
    FiniteCoulomb P Q ↔ ∃ c : ℝ, ∀ r ∈ Ioo (0 : ℝ) 1,
      P r = c * (a * r ^ gam k a) ∧ Q r = c * ((gam k a - k) * r ^ gam k a) := by
  obtain ⟨c, d, hcd⟩ := general_solution ha hk h
  obtain ⟨hg0, hg⟩ := gam_spec hk
  generalize gam k a = g at *
  have hpow : ∀ s r : ℝ, 0 < r → r ^ (2 * s - 1) = (r ^ s) ^ 2 / r := fun s r hr => by
    rw [Real.rpow_sub_one hr.ne', two_mul, Real.rpow_add hr, sq]
  constructor
  · intro hfin
    -- e is the amplitude of the singular part in a P + (k + g) Q
    have he : d * (a ^ 2 - (k + g) ^ 2) = 0 := by
      by_contra hne
      set e := d * (a ^ 2 - (k + g) ^ 2) with hedef
      have he2 : 0 < e ^ 2 := by positivity
      have hint : IntegrableOn (fun r : ℝ => r ^ (2 * (-g) - 1)) (Ioo (0 : ℝ) 1) := by
        refine Integrable.mono' (Integrable.const_mul hfin ((a ^ 2 + (k + g) ^ 2) / e ^ 2))
          (measurable_id.pow_const _).aestronglyMeasurable ?_
        refine (ae_restrict_iff' measurableSet_Ioo).2 (Filter.Eventually.of_forall ?_)
        intro r hr
        have hr0 : 0 < r := hr.1
        have hL : a * P r + (k + g) * Q r = e * r ^ (-g) := by
          rw [(hcd r hr).1, (hcd r hr).2, hedef]
          linear_combination c * r ^ g * hg
        have hCS : (r ^ (-g)) ^ 2 * e ^ 2
            ≤ (a ^ 2 + (k + g) ^ 2) * (P r ^ 2 + Q r ^ 2) := by
          have h1 : (r ^ (-g)) ^ 2 * e ^ 2 = (a * P r + (k + g) * Q r) ^ 2 := by
            rw [hL]; ring
          rw [h1]
          nlinarith [sq_nonneg (a * Q r - (k + g) * P r)]
        rw [Real.norm_of_nonneg (Real.rpow_nonneg hr0.le _), hpow _ _ hr0, ← mul_div_assoc]
        refine div_le_div_of_nonneg_right ?_ hr0.le
        rw [div_mul_eq_mul_div, le_div_iff₀ he2]
        exact hCS
      have := (intervalIntegral.integrableOn_Ioo_rpow_iff one_pos).1 hint
      linarith
    have hd : d = 0 := by
      refine (mul_eq_zero.1 he).resolve_right fun h0 => ?_
      have h1 : g * (k + g) = 0 := by linear_combination (-1 / 2) * h0 + (1 / 2) * hg
      have h2 : k + g = 0 := (mul_eq_zero.1 h1).resolve_left hg0.ne'
      exact ha (pow_eq_zero_iff two_ne_zero |>.1 (by linear_combination h0 + (k + g) * h2))
    exact ⟨c, fun r hr => by simpa [hd] using hcd r hr⟩
  · rintro ⟨b, hb⟩
    have hint : IntegrableOn (fun r : ℝ => r ^ (2 * g - 1)) (Ioo (0 : ℝ) 1) :=
      (intervalIntegral.integrableOn_Ioo_rpow_iff one_pos).2 (by linarith)
    refine IntegrableOn.congr_fun
      (Integrable.const_mul hint (b ^ 2 * (a ^ 2 + (g - k) ^ 2))) ?_ measurableSet_Ioo
    intro r hr
    simp only [(hb r hr).1, (hb r hr).2, hpow g r hr.1]
    ring
```

For $0<|a|<|k|$, a solution has finite Coulomb energy if and only if it is a constant multiple of $r^g(a,g-k)$. The zero solution is included, with constant zero.

Suppose first that the energy is finite. The combination $aP+(k+g)Q$ removes the regular part and leaves

$$aP+(k+g)Q=e\,r^{-g},\qquad e=d\big(a^2-(k+g)^2\big)=-2g(k+g)\,d .$$

This is `hL`. The Cauchy–Schwarz inequality, `hCS`, gives

$$e^2r^{-2g}\le\big(a^2+(k+g)^2\big)(P^2+Q^2).$$

If $e\neq0$, dividing by $e^2r$ bounds $r^{-2g-1}$ by an integrable function. But $r^p$ is integrable on $(0,1)$ only for $p>-1$, and $-2g-1<-1$. So $e=0$. Since $g>0$, and $k+g=0$ would force $a=0$, it follows that $d=0$.

Conversely, for $b$ times the regular solution the integrand is $b^2\big(a^2+(g-k)^2\big)r^{2g-1}$, which is integrable because $2g-1>-1$.

The case $a=0$ is excluded for a reason: when $k>0$ the vector $(a,g-k)$ is then zero, although $(r^k,0)$ is a nonzero solution for which the integral $\int_0^1 (P^2+Q^2)/r\,dr$ is finite.

```lean
/-- For `0 < |a| < |k|` the singular spinor `r^(-g) (a, -g - k)` has infinite Coulomb
energy near the nucleus. -/
theorem singular_not_finiteCoulomb {k a : ℝ} (ha : a ≠ 0) (hk : |a| < |k|) :
    ¬ FiniteCoulomb (fun r => a * r ^ (-gam k a))
      (fun r => (-gam k a - k) * r ^ (-gam k a)) := by
  obtain ⟨hg0, hg⟩ := gam_spec hk
  intro hfin
  obtain ⟨c, hc⟩ := (finiteCoulomb_iff_regular ha hk
    (power_solution (s := -gam k a) (by rw [neg_sq, hg]))).1 hfin
  obtain ⟨h1, h2⟩ := hc (1 / 2) (by constructor <;> norm_num)
  have hY : 0 < (1 / 2 : ℝ) ^ (-gam k a) := by positivity
  have h3 : (1 / 2 : ℝ) ^ (-gam k a) = c * (1 / 2 : ℝ) ^ gam k a :=
    mul_left_cancel₀ ha (by linear_combination h1)
  have h4 : gam k a * (1 / 2 : ℝ) ^ (-gam k a) = 0 := by
    linear_combination (-1 / 2) * h2 + (1 / 2) * (gam k a - k) * h3
  exact (mul_pos hg0 hY).ne' h4
```

The singular solution is itself a solution, so finite energy would make it $c$ times the regular one. At $r=1/2$, write $x=2^{-g}$ and $y=2^{g}$. The first components give $y=cx$. The second give $(-g-k)y=c(g-k)x=(g-k)y$, hence $gy=0$, which contradicts $g>0$ and $y>0$.

Numbers show the difference between the two criteria. Take $k=1$ and $a=0.96$, so $g=0.28$. The regular solution is $r^{0.28}(0.96,-0.72)$, with

$$\int_0^1\frac{P^2+Q^2}{r}\,dr=1.44\int_0^1 r^{-0.44}\,dr=\frac{1.44}{0.56}\approx2.57 .$$

The singular solution is $r^{-0.28}(0.96,-1.28)$. Its norm integral is finite, $2.56/0.44\approx5.82$, but its Coulomb integral from $\varepsilon>0$ to $1$ is

$$\frac{2.56}{0.56}\left(\varepsilon^{-0.56}-1\right),$$

which diverges as $\varepsilon\to0$.

## The boundary term and the choice of weight

```lean
/-- For `0 < |a| < |k|` the boundary form `P₁ Q₂ - Q₁ P₂` of two solutions with finite
Coulomb energy vanishes. -/
theorem boundary_form_zero {k a : ℝ} {P₁ Q₁ P₂ Q₂ : ℝ → ℝ} (ha : a ≠ 0) (hk : |a| < |k|)
    (h₁ : IsRadialSolution k a P₁ Q₁) (h₂ : IsRadialSolution k a P₂ Q₂)
    (f₁ : FiniteCoulomb P₁ Q₁) (f₂ : FiniteCoulomb P₂ Q₂) :
    ∀ r ∈ Ioo (0 : ℝ) 1, P₁ r * Q₂ r - Q₁ r * P₂ r = 0 := by
  obtain ⟨c, hc⟩ := (finiteCoulomb_iff_regular ha hk h₁).1 f₁
  obtain ⟨d, hd⟩ := (finiteCoulomb_iff_regular ha hk h₂).1 f₂
  intro r hr
  rw [(hc r hr).1, (hc r hr).2, (hd r hr).1, (hd r hr).2]
  ring
```

Integrating the radial Dirac operator by parts between two real spinors leaves a boundary term proportional to $P_1Q_2-Q_1P_2$. If both are solutions of finite Coulomb energy, they are multiples $c$ and $d$ of the same regular spinor, and

$$P_1Q_2-Q_1P_2=cd\,r^{2g}\big(a(g-k)-(g-k)a\big)=0$$

at every $r$ in $(0,1)$. The theorem concerns solutions of the leading equations with the same $k$ and $a$; self-adjointness would require control of the boundary term on a whole operator domain.

```lean
/-- No single weight `1/r^q` with `0 < q < 1` excludes the singular spinor at every coupling: for
each such `q` there is a coupling `0 < a < 1` at which the singular spinor with `k = 1` has
`(P² + Q²) / r^q` integrable on `0 < r < 1`. -/
theorem weaker_weight_fails {q : ℝ} (hq0 : 0 < q) (hq1 : q < 1) :
    ∃ a : ℝ, 0 < a ∧ a < 1 ∧ IntegrableOn (fun r : ℝ =>
      ((a * r ^ (-gam 1 a)) ^ 2 + ((-gam 1 a - 1) * r ^ (-gam 1 a)) ^ 2) / r ^ q)
      (Ioo (0 : ℝ) 1) := by
  -- choose the coupling whose exponent is g = (1 - q) / 4
  obtain ⟨g, hgdef⟩ : ∃ g : ℝ, g = (1 - q) / 4 := ⟨_, rfl⟩
  have hg0 : 0 < g := by linarith
  have hg1 : g < 1 := by linarith
  have hpos : 0 < 1 - g ^ 2 := by nlinarith
  have hgam : gam 1 (√(1 - g ^ 2)) = g := by
    rw [gam, Real.sq_sqrt hpos.le, show (1 : ℝ) ^ 2 - (1 - g ^ 2) = g ^ 2 by ring,
      Real.sqrt_sq hg0.le]
  refine ⟨√(1 - g ^ 2), Real.sqrt_pos.2 hpos, ?_, ?_⟩
  · rw [Real.sqrt_lt' one_pos]
    nlinarith
  · rw [hgam]
    have hint : IntegrableOn (fun r : ℝ => r ^ (2 * (-g) - q)) (Ioo (0 : ℝ) 1) :=
      (intervalIntegral.integrableOn_Ioo_rpow_iff one_pos).2 (by linarith)
    refine IntegrableOn.congr_fun
      (Integrable.const_mul hint (√(1 - g ^ 2) ^ 2 + (-g - 1) ^ 2)) ?_ measurableSet_Ioo
    intro r hr
    have hp : r ^ (2 * (-g) - q) = (r ^ (-g)) ^ 2 / r ^ q := by
      rw [Real.rpow_sub hr.1, two_mul, Real.rpow_add hr.1, sq]
    simp only [hp]
    ring

end

end DiracCoulombDistinguished
```

Could a milder weight $r^{-q}$, with $0<q<1$, replace $1/r$? No single such $q$ excludes the singular solution at every coupling $0<a<1$ for $k=1$. Given $q$, choose $g=(1-q)/4$ and $a=\sqrt{1-g^2}$. The weighted density of the singular solution is then a constant times

$$r^{-2g-q}=r^{-(1+q)/2},$$

which is integrable because $(1+q)/2<1$. Lean checks that this $a$ lies between $0$ and $1$ and that `gam` returns the chosen $g$. The coupling depends on $q$: the closer $q$ is to $1$, the closer this choice of $a$ is to the critical value $1$.

```lean
#print axioms DiracCoulombDistinguished.finiteCoulomb_iff_regular
-- 'DiracCoulombDistinguished.finiteCoulomb_iff_regular' depends on axioms: [propext, Classical.choice, Quot.sound]
#print axioms DiracCoulombDistinguished.singular_not_finiteCoulomb
-- 'DiracCoulombDistinguished.singular_not_finiteCoulomb' depends on axioms: [propext, Classical.choice, Quot.sound]
#print axioms DiracCoulombDistinguished.boundary_form_zero
-- 'DiracCoulombDistinguished.boundary_form_zero' depends on axioms: [propext, Classical.choice, Quot.sound]
#print axioms DiracCoulombDistinguished.weaker_weight_fails
-- 'DiracCoulombDistinguished.weaker_weight_fails' depends on axioms: [propext, Classical.choice, Quot.sound]
```
